# In a two-branch harmonic model, TO–TA coupling above a critical strength destabilises the lattice at nonzero wavevector

## How strong must the coupling be?

Let $q$ be a real wavevector along a fixed direction, and let a transverse optical (TO) and a transverse acoustic (TA) mode share the dynamical matrix

$$D(q)=\begin{pmatrix} a+gq^2 & fq^2\\ fq^2 & cq^2+hq^4\end{pmatrix},\qquad a,c,g,h>0,\quad f\in\mathbb R.$$

I believe that $\det D(q)$ becomes negative for some $q$ exactly when $|f|>\sqrt{ah}+\sqrt{cg}$, and that at equality it vanishes at nonzero $q$ only where $q^2=\sqrt{ac/(gh)}$. I would like a full proof that a machine has checked, and one that shows this is a real lattice instability. Can it be done in Lean?

## The threshold comes from completing a square

Yes. In mass-weighted coordinates the eigenvalues of $D(q)$ are squared frequencies. A displacement $u=(u_0,u_1)$ has optical amplitude $u_0$, acoustic amplitude $u_1$ and harmonic energy $\tfrac12\,u\cdot D(q)u$. Positive $a$ means a stable zone-centre optical mode, positive $c$ a positive shear stiffness, and positive $g$ an uncoupled optical branch that rises with $|q|$. Positive $h$ makes the uncoupled acoustic frequency rise faster than linearly. This is a real restriction: a chain with nearest-neighbour springs has $h<0$, and the criterion does not cover it. Write $f_c=\sqrt{ah}+\sqrt{cg}$ and $q_c^2=\sqrt{ac/(gh)}$.

Expanding the determinant gives

$$\det D=q^2\left[ac+(ah+cg-f^2)q^2+ghq^4\right].$$

Now use $ac+ghq^4=(\sqrt{gh}\,q^2-\sqrt{ac})^2+2\sqrt{acgh}\,q^2$ and $ah+cg+2\sqrt{acgh}=f_c^2$:

$$\det D=q^2\left[(\sqrt{gh}\,q^2-\sqrt{ac})^2+(f_c^2-f^2)q^2\right].$$

- If $|f|\le f_c$, both terms are nonnegative.
- If $|f|>f_c$, setting $q^2=q_c^2$ removes the square and leaves $q_c^4(f_c^2-f^2)<0$.
- If $|f|=f_c$, only the square remains, so a nonzero root requires $q^2=q_c^2$.

For the energy, put $A=a+gq^2>0$ and $B=fq^2$. Then

$$A\,(u\cdot Du)=(Au_0+Bu_1)^2+(\det D)\,u_1^2.$$

Negative energy therefore forces $\det D<0$. Conversely, $u=(-B,A)$ gives $u\cdot Du=A\det D$. The same vector satisfies $Du=(0,\det D)$, so at threshold and $q^2=q_c^2$ it feels no force. Both its components are nonzero there: the soft mode is mixed.

Finally, if $q\ne0$ and $f^2q^2<ac$, the expanded determinant is positive, so the instability does not start at the zone centre.

## What the Lean statements say

`dynMatrix` is $D(q)$, with index 0 optical and index 1 acoustic; `criticalCoupling` is $f_c$, and `criticalWavevectorSq` is $q_c^2$, already squared. `exists_det_neg_iff` and `det_eq_zero_iff_at_threshold` are your two claims. `lattice_unstable_iff` restates the first with a real displacement for which $u\cdot Du<0$.

The model is harmonic, with two branches and one direction. Here $q$ ranges over all reals, with no Brillouin-zone boundary, so whether $q_c$ lies where the small-$q$ expansion holds must be judged separately. The distorted phase that follows the instability is not described.

```lean
import Mathlib

open Matrix

namespace CoupledSoftModes

noncomputable section

/-- The dynamical matrix of a transverse optical mode (first component) and a transverse
acoustic mode (second component) at wavevector `q`, with coupling `f q ^ 2`. -/
def dynMatrix (a c g h f q : ℝ) : Matrix (Fin 2) (Fin 2) ℝ :=
  !![a + g * q ^ 2, f * q ^ 2; f * q ^ 2, c * q ^ 2 + h * q ^ 4]

/-- The critical coupling `√(a h) + √(c g)`, for positive `a`, `c`, `g`, `h`. -/
def criticalCoupling (a c g h : ℝ) : ℝ := √(a * h) + √(c * g)

/-- The square of the critical wavevector, `√(a c / (g h))`, for positive `a`, `c`, `g`, `h`. -/
def criticalWavevectorSq (a c g h : ℝ) : ℝ := √(a * c / (g * h))

/-- For positive `a`, `c`, `g`, `h` the determinant is `q ^ 2` times the sum of a perfect square
and a term whose sign compares the coupling with its critical value. -/
theorem det_eq_completed_square {a c g h : ℝ} (ha : 0 < a) (hc : 0 < c) (hg : 0 < g)
    (hh : 0 < h) (f q : ℝ) :
    (dynMatrix a c g h f q).det =
      q ^ 2 * ((√(g * h) * q ^ 2 - √(a * c)) ^ 2
        + (criticalCoupling a c g h ^ 2 - f ^ 2) * q ^ 2) := by
  have hX := Real.sq_sqrt (mul_pos hg hh).le
  have hY := Real.sq_sqrt (mul_pos ha hc).le
  have hP := Real.sq_sqrt (mul_pos ha hh).le
  have hQ := Real.sq_sqrt (mul_pos hc hg).le
  -- the two cross terms agree: both are the root of `a c g h`
  have hx : √(a * h) * √(c * g) = √(g * h) * √(a * c) := by
    rw [← Real.sqrt_mul (mul_pos ha hh).le, ← Real.sqrt_mul (mul_pos hg hh).le]
    congr 1
    ring
  rw [dynMatrix, Matrix.det_fin_two_of, criticalCoupling]
  linear_combination -q ^ 6 * hX - q ^ 2 * hY - q ^ 4 * hP - q ^ 4 * hQ - 2 * q ^ 4 * hx

/-- For positive `a`, `c`, `g`, `h`, the product of `√(g h)` and the square of the critical
wavevector is `√(a c)`. -/
theorem sqrt_mul_criticalWavevectorSq {a c g h : ℝ} (hg : 0 < g) (hh : 0 < h) :
    √(g * h) * criticalWavevectorSq a c g h = √(a * c) := by
  rw [criticalWavevectorSq, ← Real.sqrt_mul (mul_pos hg hh).le]
  congr 1
  field_simp

/-- For positive `a`, `c`, `g`, `h` the determinant is negative at some real wavevector exactly
when the coupling strength `|f|` exceeds `√(a h) + √(c g)`. -/
theorem exists_det_neg_iff {a c g h : ℝ} (ha : 0 < a) (hc : 0 < c) (hg : 0 < g)
    (hh : 0 < h) (f : ℝ) :
    (∃ q : ℝ, (dynMatrix a c g h f q).det < 0) ↔ criticalCoupling a c g h < |f| := by
  constructor
  · rintro ⟨q, hq⟩
    by_contra hle
    have hsq := pow_le_pow_left₀ (abs_nonneg f) (not_lt.mp hle) 2
    rw [sq_abs] at hsq
    rw [det_eq_completed_square ha hc hg hh] at hq
    have hnn := mul_nonneg (sq_nonneg q)
      (add_nonneg (sq_nonneg (√(g * h) * q ^ 2 - √(a * c)))
        (mul_nonneg (sub_nonneg.2 hsq) (sq_nonneg q)))
    linarith
  · intro hlt
    have h0 : 0 ≤ criticalCoupling a c g h := by
      unfold criticalCoupling
      positivity
    have hsq := pow_lt_pow_left₀ hlt h0 two_ne_zero
    rw [sq_abs] at hsq
    have hs : 0 < criticalWavevectorSq a c g h := by
      unfold criticalWavevectorSq
      positivity
    -- test the determinant at the critical wavevector
    refine ⟨√(criticalWavevectorSq a c g h), ?_⟩
    rw [det_eq_completed_square ha hc hg hh, Real.sq_sqrt hs.le,
      sqrt_mul_criticalWavevectorSq hg hh]
    have hneg := mul_neg_of_neg_of_pos (sub_neg.2 hsq) (mul_pos hs hs)
    linarith

/-- For positive `a`, `c`, `g`, `h` and coupling exactly at threshold, the determinant vanishes
at a nonzero wavevector `q` exactly when `q ^ 2 = √(a c / (g h))`. -/
theorem det_eq_zero_iff_at_threshold {a c g h f q : ℝ} (ha : 0 < a) (hc : 0 < c)
    (hg : 0 < g) (hh : 0 < h) (hf : |f| = criticalCoupling a c g h) (hq : q ≠ 0) :
    (dynMatrix a c g h f q).det = 0 ↔ q ^ 2 = criticalWavevectorSq a c g h := by
  have hX : √(g * h) ≠ 0 := (Real.sqrt_pos.2 (mul_pos hg hh)).ne'
  have hk := sqrt_mul_criticalWavevectorSq (a := a) (c := c) hg hh
  rw [det_eq_completed_square ha hc hg hh, ← hf, sq_abs, sub_self, zero_mul, add_zero]
  constructor
  · intro h0
    have h1 := (mul_eq_zero.mp h0).resolve_left (pow_ne_zero 2 hq)
    have h2 := pow_eq_zero_iff two_ne_zero |>.mp h1
    apply mul_left_cancel₀ hX
    linarith
  · intro h0
    rw [h0, hk]
    ring

/-- For positive `a` and `g`, some displacement has negative harmonic energy at wavevector `q`
exactly when the determinant is negative there. -/
theorem exists_energy_neg_iff_det_neg {a g : ℝ} (ha : 0 < a) (hg : 0 < g) (c h f q : ℝ) :
    (∃ u : Fin 2 → ℝ, u ⬝ᵥ (dynMatrix a c g h f q *ᵥ u) < 0) ↔
      (dynMatrix a c g h f q).det < 0 := by
  have hA : 0 < a + g * q ^ 2 := by positivity
  have hE : ∀ u : Fin 2 → ℝ, u ⬝ᵥ (dynMatrix a c g h f q *ᵥ u) =
      (a + g * q ^ 2) * u 0 ^ 2 + 2 * (f * q ^ 2) * u 0 * u 1
        + (c * q ^ 2 + h * q ^ 4) * u 1 ^ 2 := by
    intro u
    simp [dynMatrix, Matrix.mulVec, dotProduct, Fin.sum_univ_two]
    ring
  have hD : (dynMatrix a c g h f q).det =
      (a + g * q ^ 2) * (c * q ^ 2 + h * q ^ 4) - f * q ^ 2 * (f * q ^ 2) := by
    rw [dynMatrix, Matrix.det_fin_two_of]
  constructor
  · rintro ⟨u, hu⟩
    by_contra hn
    -- eliminate the optical amplitude by completing the square
    have h1 : (a + g * q ^ 2) * (u ⬝ᵥ (dynMatrix a c g h f q *ᵥ u)) =
        ((a + g * q ^ 2) * u 0 + f * q ^ 2 * u 1) ^ 2
          + (dynMatrix a c g h f q).det * u 1 ^ 2 := by
      rw [hE, hD]
      ring
    have h2 := mul_neg_of_pos_of_neg hA hu
    have h3 := mul_nonneg (not_lt.mp hn) (sq_nonneg (u 1))
    have h4 := sq_nonneg ((a + g * q ^ 2) * u 0 + f * q ^ 2 * u 1)
    linarith
  · intro hd
    refine ⟨![-(f * q ^ 2), a + g * q ^ 2], ?_⟩
    have h1 : ![-(f * q ^ 2), a + g * q ^ 2] ⬝ᵥ
        (dynMatrix a c g h f q *ᵥ ![-(f * q ^ 2), a + g * q ^ 2]) =
        (a + g * q ^ 2) * (dynMatrix a c g h f q).det := by
      rw [hE, hD]
      simp only [Matrix.cons_val_zero, Matrix.cons_val_one]
      ring
    rw [h1]
    exact mul_neg_of_pos_of_neg hA hd

/-- For positive `a`, `c`, `g`, `h` a displacement of negative harmonic energy exists at some
wavevector exactly when `|f|` exceeds the critical coupling. -/
theorem lattice_unstable_iff {a c g h : ℝ} (ha : 0 < a) (hc : 0 < c) (hg : 0 < g)
    (hh : 0 < h) (f : ℝ) :
    (∃ q : ℝ, ∃ u : Fin 2 → ℝ, u ⬝ᵥ (dynMatrix a c g h f q *ᵥ u) < 0) ↔
      criticalCoupling a c g h < |f| := by
  rw [← exists_det_neg_iff ha hc hg hh f]
  exact exists_congr fun q => exists_energy_neg_iff_det_neg ha hg c h f q

/-- For positive `a`, `c`, `g`, `h`, at the critical coupling and critical wavevector, the
displacement with optical part `-f q ^ 2` and acoustic part `a + g q ^ 2` feels no restoring
force. -/
theorem soft_mode_at_threshold {a c g h f q : ℝ} (ha : 0 < a) (hc : 0 < c) (hg : 0 < g)
    (hh : 0 < h) (hf : |f| = criticalCoupling a c g h)
    (hq : q ^ 2 = criticalWavevectorSq a c g h) :
    dynMatrix a c g h f q *ᵥ ![-(f * q ^ 2), a + g * q ^ 2] = 0 := by
  have hs : 0 < criticalWavevectorSq a c g h := by
    unfold criticalWavevectorSq
    positivity
  have hq0 : q ≠ 0 := by
    rintro rfl
    norm_num at hq
    linarith
  have hd := (det_eq_zero_iff_at_threshold ha hc hg hh hf hq0).2 hq
  rw [dynMatrix, Matrix.det_fin_two_of] at hd
  -- in `D u` the optical component cancels identically, the acoustic one is the determinant
  have hv : dynMatrix a c g h f q *ᵥ ![-(f * q ^ 2), a + g * q ^ 2] =
      ![(a + g * q ^ 2) * -(f * q ^ 2) + f * q ^ 2 * (a + g * q ^ 2),
        f * q ^ 2 * -(f * q ^ 2) + (c * q ^ 2 + h * q ^ 4) * (a + g * q ^ 2)] := by
    ext i
    fin_cases i <;> simp [dynMatrix, Matrix.mulVec, dotProduct, Fin.sum_univ_two]
  have h1 : (a + g * q ^ 2) * -(f * q ^ 2) + f * q ^ 2 * (a + g * q ^ 2) = 0 := by ring
  have h2 : f * q ^ 2 * -(f * q ^ 2) + (c * q ^ 2 + h * q ^ 4) * (a + g * q ^ 2) = 0 := by
    linear_combination hd
  rw [hv, h1, h2]
  ext i
  fin_cases i <;> rfl

/-- For positive `a`, `c`, `g`, `h` and any coupling, the determinant is positive at every
nonzero wavevector with `f ^ 2 q ^ 2 < a c`. -/
theorem det_pos_of_long_wavelength {a c g h f q : ℝ} (ha : 0 < a) (hc : 0 < c) (hg : 0 < g)
    (hh : 0 < h) (hq : q ≠ 0) (hlong : f ^ 2 * q ^ 2 < a * c) :
    0 < (dynMatrix a c g h f q).det := by
  have h1 : (dynMatrix a c g h f q).det =
      q ^ 2 * ((a * c - f ^ 2 * q ^ 2) + (a * h * q ^ 2 + g * c * q ^ 2 + g * h * q ^ 4)) := by
    rw [dynMatrix, Matrix.det_fin_two_of]
    ring
  have h2 : 0 ≤ a * h * q ^ 2 + g * c * q ^ 2 + g * h * q ^ 4 := by positivity
  rw [h1]
  exact mul_pos (by positivity) (by linarith)

end

end CoupledSoftModes
```

```lean
#print axioms CoupledSoftModes.lattice_unstable_iff
#print axioms CoupledSoftModes.soft_mode_at_threshold
#print axioms CoupledSoftModes.det_pos_of_long_wavelength
```

```
'CoupledSoftModes.lattice_unstable_iff' depends on axioms: [propext, Classical.choice, Quot.sound]
'CoupledSoftModes.soft_mode_at_threshold' depends on axioms: [propext, Classical.choice, Quot.sound]
'CoupledSoftModes.det_pos_of_long_wavelength' depends on axioms: [propext, Classical.choice, Quot.sound]
```

## How the proof is built

`det_eq_completed_square` carries the argument, and it turns on the tactic `linear_combination`. To `ring`, the four square roots are unrelated symbols. The proof therefore supplies their squares (`hX`, `hY`, `hP`, `hQ`) and the relation `hx`, $\sqrt{ah}\sqrt{cg}=\sqrt{gh}\sqrt{ac}$. `linear_combination` multiplies these equations by the stated powers of $q$, subtracts them from the goal and leaves a polynomial identity for `ring`.

`exists_det_neg_iff` then follows the first two cases above, with `sqrt_mul_criticalWavevectorSq` cancelling the square. `exists_energy_neg_iff_det_neg` contains the energy identity and the test vector; `lattice_unstable_iff` applies it at each $q$. `soft_mode_at_threshold` computes the two force components, and `det_pos_of_long_wavelength` groups the determinant into positive terms.

## In a phonon calculation

A phonon code diagonalises the dynamical matrix on a grid of wavevectors, and a negative eigenvalue appears as an imaginary frequency. Just above threshold the unstable window around $q_c$ is narrow, and a coarse grid can step over it. Where this two-branch harmonic model describes the lattice and $a,c,g,h$ come out positive, one can compare $|f|$ with $f_c$ and add a grid point at $q_c$. The parameters should be fitted to the elements of the $2\times2$ matrix, not to the acoustic frequencies alone: to order $q^4$ the squared acoustic frequency is $cq^2+(h-f^2/a)q^4$, which does not separate $f$ from $h$.
